# A closed form for the resonant sum over exciton Rydberg lines

**A.** For every complex \(z\) that is not an integer,

\[
\sum_{N\ge 1}\frac{N^{-3}}{1/z^2-1/N^2}
=-D(z)+\frac12\left(\frac1z-\pi\cot\pi z\right),
\qquad
D(z)=\sum_{N\ge1}\left(\frac1N-\frac1{N+z}\right),
\]

and the sum on the left converges absolutely.

**Q.** That is an identity about series. Where is the exciton?

**A.** In the left-hand side. Take a three-dimensional Wannier exciton at a direct, dipole-allowed gap \(E_g\), with exciton Rydberg \(R>0\). In Elliott's picture its bound states absorb at \(E_g-R/N^2\), with strengths proportional to \(N^{-3}\), the probability density of the hydrogenic s state at zero electron–hole separation. By Kramers–Kronig, each sharp line contributes a simple pole to the resonant part of the response at complex photon energy \(E\):

\[
B(E)=\sum_{N\ge1}\frac{N^{-3}}{E_g-R/N^2-E}.
\]

Here \(E\) must be neither a line energy nor \(E_g\) itself, where the terms are \(-1/(RN)\) and the series diverges. For any other \(E\), choose \(z\) with \(z^2(E_g-E)=R\). Each denominator becomes \(R(1/z^2-1/N^2)\), so \(B(E)\) is the sum above divided by \(R\).

**Q.** Show me the identity by hand before any code.

**A.** Start with convergence. The terms of \(D\) are

\[
\frac1N-\frac1{N+z}=\frac{z}{N(N+z)}.
\]

Once \(N\ge 2|z|\), we have \(|N+z|\ge N-|z|\ge N/2\), so the term is at most \(2|z|/N^2\) in modulus. Hence \(D(z)\) converges absolutely, and so does \(D(-z)\). Next, split one line into partial fractions:

\[
\frac{N^{-3}}{1/z^2-1/N^2}=\frac{z^2}{N(N-z)(N+z)}
=-\frac12\left[\left(\frac1N-\frac1{N+z}\right)+\left(\frac1N-\frac1{N-z}\right)\right].
\]

Summing gives \(-\tfrac12[D(z)+D(-z)]\). The cotangent series then removes \(D(-z)\):

\[
D(-z)-D(z)=\sum_{N\ge1}\left(\frac1{z-N}+\frac1{z+N}\right)=\pi\cot\pi z-\frac1z .
\]

Substituting \(D(-z)=D(z)+\pi\cot\pi z-1/z\) gives the closed form.

**Q.** Now the formal objects. What exactly is being summed?

```lean
import Mathlib

namespace ElliottTanguy

noncomputable section
```

**A.** Lean's index `n` starts at zero, so the principal quantum number is \(N=n+1\) throughout. The first definition is \(D\).

```lean
/-- The digamma series `D(z) = ∑ (1/n - 1/(n+z))` over `n ≥ 1` (written with `n+1`, `n ≥ 0`),
for complex `z` that is not a negative integer. -/
def digammaSeries (z : ℂ) : ℂ :=
  ∑' n : ℕ, (1 / ((n : ℂ) + 1) - 1 / ((n : ℂ) + 1 + z))
```

The second is a single line in dimensionless form, weight over detuning.

```lean
/-- The contribution `N⁻³ / (1/z² - 1/N²)` of the Rydberg line with principal quantum number
`N = n + 1`, for `z ≠ 0` and `z ≠ ±N`. -/
def rydbergLine (z : ℂ) (n : ℕ) : ℂ :=
  (1 / ((n : ℂ) + 1) ^ 3) / (1 / z ^ 2 - 1 / ((n : ℂ) + 1) ^ 2)
```

The third is \(B(E)\), in energy units. `R` and `Eg` are real numbers, while `E` is complex.

```lean
/-- The resonant response at complex energy `E` of the exciton lines `Eg - R/N²` with weights `N⁻³`,
for `E` different from `Eg` and from every line energy. -/
def boundResponse (R Eg : ℝ) (E : ℂ) : ℂ :=
  ∑' n : ℕ, (1 / ((n : ℂ) + 1) ^ 3) / ((Eg : ℂ) - R / ((n : ℂ) + 1) ^ 2 - E)
```

**Q.** So the line positions and the weights are put in by definition?

**A.** Yes. No Schrödinger or Bethe–Salpeter equation is solved here, and the Kramers–Kronig step is contained in the choice of simple poles. The sign convention is that \(E=\hbar\omega+i\Gamma\), with photon energy \(\hbar\omega\) and broadening \(\Gamma>0\), gives a positive imaginary part, hence absorption.

**Q.** How is "not an integer" expressed, and what does it do?

**A.** As `hz : ∀ m : ℤ, z ≠ m`. A nonzero integer \(z=\pm N\) would put the photon energy exactly on line \(N\), where the response has a pole. The first lemma says that no \(N+z\) vanishes; the second passes the hypothesis from \(z\) to \(-z\), which also takes care of \(N-z\).

```lean
/-- For non-integer `z` no denominator `N + z` of the digamma series vanishes. -/
theorem shift_ne_zero {z : ℂ} (hz : ∀ m : ℤ, z ≠ m) (n : ℕ) : (n : ℂ) + 1 + z ≠ 0 := by
  intro h
  apply hz (-((n : ℤ) + 1))
  push_cast
  linear_combination h

/-- If `z` is not an integer, neither is `-z`. -/
theorem neg_not_int {z : ℂ} (hz : ∀ m : ℤ, z ≠ m) (m : ℤ) : -z ≠ m := by
  intro h
  apply hz (-m)
  push_cast
  linear_combination -h
```

**Q.** And your estimate \(2|z|/N^2\)?

**A.** It is the comparison series in the next proof. `hsq` is the convergence of \(\sum 1/N^2\), and `h2` is the bound \(|N+z|\ge N/2\), obtained from the reverse triangle inequality. `Summable.of_norm_bounded_eventually_nat` lets the bound begin at large `n`, just as we did by hand. The final `calc` block puts the estimate together.

```lean
/-- The digamma series converges absolutely for non-integer `z`. -/
theorem digammaSeries_summable {z : ℂ} (hz : ∀ m : ℤ, z ≠ m) :
    Summable fun n : ℕ => 1 / ((n : ℂ) + 1) - 1 / ((n : ℂ) + 1 + z) := by
  have hsq : Summable fun n : ℕ => 1 / ((n : ℝ) + 1) ^ 2 := by
    have h := (summable_nat_add_iff 1).mpr (Real.summable_one_div_nat_pow.mpr one_lt_two)
    simpa only [Nat.cast_add, Nat.cast_one] using h
  refine Summable.of_norm_bounded_eventually_nat
    (g := fun n : ℕ => 2 * ‖z‖ * (1 / ((n : ℝ) + 1) ^ 2)) (hsq.mul_left _) ?_
  filter_upwards [Filter.eventually_ge_atTop ⌈2 * ‖z‖⌉₊] with n hn
  have h1 : 2 * ‖z‖ ≤ n := (Nat.le_ceil _).trans (by exact_mod_cast hn)
  have hnorm : ‖(n : ℂ) + 1‖ = (n : ℝ) + 1 := by
    have e : (n : ℂ) + 1 = ((n + 1 : ℕ) : ℂ) := (Nat.cast_succ n).symm
    rw [e, Complex.norm_natCast]
    exact Nat.cast_succ n
  -- far out in the series the shift by `z` costs at most half of the denominator
  have h2 : ((n : ℝ) + 1) / 2 ≤ ‖(n : ℂ) + 1 + z‖ := by
    have h3 := norm_sub_norm_le ((n : ℂ) + 1) (-z)
    rw [norm_neg, sub_neg_eq_add, hnorm] at h3
    linarith
  have e : 1 / ((n : ℂ) + 1) - 1 / ((n : ℂ) + 1 + z)
      = z / (((n : ℂ) + 1) * ((n : ℂ) + 1 + z)) := by
    rw [div_sub_div _ _ (Nat.cast_add_one_ne_zero n) (shift_ne_zero hz n)]
    congr 1
    ring
  have key : ∀ a b : ℝ, b / (a * (a / 2)) = 2 * b * (1 / a ^ 2) := by
    intro a b
    ring
  rw [e, norm_div, norm_mul, hnorm]
  calc ‖z‖ / (((n : ℝ) + 1) * ‖(n : ℂ) + 1 + z‖)
      ≤ ‖z‖ / (((n : ℝ) + 1) * (((n : ℝ) + 1) / 2)) := by gcongr
    _ = 2 * ‖z‖ * (1 / ((n : ℝ) + 1) ^ 2) := key _ _
```

**Q.** Is the cotangent series proved here or imported?

**A.** It comes from Mathlib, as `cot_series_rep'`. The proof merges the two digamma series into one, which is legitimate because both converge, and then compares terms. The only adjustment is the sign in \(1/(z-N)=-1/(N-z)\).

```lean
/-- Reflection formula: `D(-z) - D(z) = π cot(πz) - 1/z` for non-integer `z`. -/
theorem digammaSeries_reflection {z : ℂ} (hz : ∀ m : ℤ, z ≠ m) :
    digammaSeries (-z) - digammaSeries z
      = Real.pi * Complex.cot (Real.pi * z) - 1 / z := by
  have hmem : z ∈ Complex.integerComplement :=
    Complex.mem_integerComplement_iff.mpr (by rintro ⟨m, hm⟩; exact hz m hm.symm)
  rw [cot_series_rep' hmem]
  unfold digammaSeries
  rw [← Summable.tsum_sub (digammaSeries_summable (neg_not_int hz)) (digammaSeries_summable hz)]
  refine tsum_congr fun n => ?_
  have e1 : 1 / (z - ((n : ℂ) + 1)) = -(1 / ((n : ℂ) + 1 + -z)) := by
    rw [show z - ((n : ℂ) + 1) = -((n : ℂ) + 1 + -z) by ring, div_neg]
  rw [e1, add_comm z ((n : ℂ) + 1)]
  ring
```

The partial fractions are proved line by line. The proof names \(N\) as `a`, factors the detuning as \((a+z)(a-z)/(z^2a^2)\), and clears denominators with `field_simp` and `ring`.

```lean
/-- Partial fractions: for non-integer `z` each Rydberg line is `-1/2` times the sum of the
corresponding terms of `D(z)` and `D(-z)`. -/
theorem rydbergLine_partial_fractions {z : ℂ} (hz : ∀ m : ℤ, z ≠ m) (n : ℕ) :
    rydbergLine z n = -(1 / 2) * ((1 / ((n : ℂ) + 1) - 1 / ((n : ℂ) + 1 + z))
      + (1 / ((n : ℂ) + 1) - 1 / ((n : ℂ) + 1 + -z))) := by
  have h0 : z ≠ 0 := by simpa using hz 0
  have ha : (n : ℂ) + 1 ≠ 0 := Nat.cast_add_one_ne_zero n
  have hb := shift_ne_zero hz n
  have hc := shift_ne_zero (neg_not_int hz) n
  unfold rydbergLine
  generalize (n : ℂ) + 1 = a at ha hb hc ⊢
  rw [← sub_eq_add_neg] at hc ⊢
  have e : 1 / z ^ 2 - 1 / a ^ 2 = (a + z) * (a - z) / (z ^ 2 * a ^ 2) := by
    rw [div_sub_div _ _ (pow_ne_zero 2 h0) (pow_ne_zero 2 ha)]
    congr 1
    ring
  rw [e]
  field_simp
  ring
```

**Q.** Then the main theorem should be short.

**A.** It is. `hs` says that the lines sum to \(-\tfrac12[D(z)+D(-z)]\), and the last `linear_combination` inserts the reflection formula. The statement has two halves: the norms of the lines are summable, which is absolute convergence, and the sum has the stated value.

```lean
/-- Closed form of the dimensionless resonant sum: for non-integer `z` the sum over Rydberg lines
converges absolutely and equals `-D(z) + (1/z - π cot(πz))/2`. -/
theorem rydberg_sum_closed_form {z : ℂ} (hz : ∀ m : ℤ, z ≠ m) :
    (Summable fun n : ℕ => ‖rydbergLine z n‖) ∧
      ∑' n : ℕ, rydbergLine z n
        = -digammaSeries z + (1 / z - Real.pi * Complex.cot (Real.pi * z)) / 2 := by
  have hs : HasSum (rydbergLine z) (-(1 / 2) * (digammaSeries z + digammaSeries (-z))) := by
    rw [funext (rydbergLine_partial_fractions hz)]
    exact ((digammaSeries_summable hz).hasSum.add
      (digammaSeries_summable (neg_not_int hz)).hasSum).mul_left _
  refine ⟨hs.summable.norm, ?_⟩
  -- the reflection formula trades `D(-z)` for the cotangent
  rw [hs.tsum_eq]
  linear_combination (-(1 / 2)) * digammaSeries_reflection hz
```

**Q.** My spectrum is a function of energy, not of \(z\). Must I check for integers at every photon energy?

**A.** Not if \(E\) is off the real axis. Suppose \(z=m\) were an integer. Then \(m^2(E_g-E)=R\), and the imaginary part gives \(m^2\,\operatorname{Im}E=0\). Since \(\operatorname{Im}E\ne0\), \(m=0\), and then \(R=0\), a contradiction. This is the argument in Lean, with `hE : E.im ≠ 0` standing for a finite broadening and `hR : 0 < R` placing the exciton lines below the gap. The argument itself would need only \(R\ne0\).

```lean
/-- If `R > 0`, `E` is off the real axis and `z² (Eg - E) = R`, then `z` is not an integer. -/
theorem not_int_of_complex_energy {R Eg : ℝ} {E z : ℂ} (hR : 0 < R) (hE : E.im ≠ 0)
    (h : z ^ 2 * ((Eg : ℂ) - E) = R) (m : ℤ) : z ≠ m := by
  intro hm
  have h' : (((m : ℝ) ^ 2 : ℝ) : ℂ) * ((Eg : ℂ) - E) = R := by
    rw [← h, hm]
    push_cast
    ring
  have him := congrArg Complex.im h'
  rw [Complex.im_ofReal_mul, Complex.sub_im, Complex.ofReal_im, Complex.ofReal_im] at him
  rcases mul_eq_zero.mp him with h0 | h0
  · rw [h0, Complex.ofReal_zero, zero_mul] at h'
    exact hR.ne (by exact_mod_cast h')
  · exact hE (by linarith)
```

The last theorem returns to energy units. `hgap` rewrites the hypothesis as \(E_g-E=R/z^2\), `hden` turns each detuning into \(R(1/z^2-1/N^2)\), and the common factor \(1/R\) comes out of the sum.

```lean
/-- Closed form in energy units: for gap `Eg`, exciton Rydberg `R > 0`, energy `E` off the real
axis and either root `z` of `z² (Eg - E) = R`, the response of the exciton lines is
`(-D(z) + (1/z - π cot(πz))/2) / R`. -/
theorem boundResponse_closed_form {R Eg : ℝ} {E z : ℂ} (hR : 0 < R) (hE : E.im ≠ 0)
    (h : z ^ 2 * ((Eg : ℂ) - E) = R) :
    boundResponse R Eg E = 1 / (R : ℂ) *
      (-digammaSeries z + (1 / z - Real.pi * Complex.cot (Real.pi * z)) / 2) := by
  have hz := not_int_of_complex_energy hR hE h
  have h0 : z ≠ 0 := by simpa using hz 0
  have hgap : (Eg : ℂ) - E = R / z ^ 2 := by
    rw [eq_div_iff (pow_ne_zero 2 h0)]
    linear_combination h
  have key : ∀ p r x : ℂ, p / (r * x) = 1 / r * (p / x) := by
    intro p r x
    ring
  rw [← (rydberg_sum_closed_form hz).2, ← tsum_mul_left]
  refine tsum_congr fun n => ?_
  -- the detuning from each line is `R (1/z² - 1/N²)`
  have hden : (Eg : ℂ) - R / ((n : ℂ) + 1) ^ 2 - E
      = R * (1 / z ^ 2 - 1 / ((n : ℂ) + 1) ^ 2) := by
    linear_combination hgap
  rw [hden]
  exact key _ _ _

end

end ElliottTanguy
```

```lean
#print axioms ElliottTanguy.rydberg_sum_closed_form
-- 'ElliottTanguy.rydberg_sum_closed_form' depends on axioms: [propext, Classical.choice, Quot.sound]
#print axioms ElliottTanguy.boundResponse_closed_form
-- 'ElliottTanguy.boundResponse_closed_form' depends on axioms: [propext, Classical.choice, Quot.sound]
```

**Q.** Which square root do I take for \(z\)?

**A.** Either. The theorem asks only for \(z^2(E_g-E)=R\). The left-hand side of the identity depends on \(z^2\) alone, so the right-hand side must be even in \(z\) too, although it does not look it.

**Q.** Can I call this Tanguy's dielectric function?

**A.** No, it is the discrete resonant ingredient of it. The dielectric function needs the Coulomb-enhanced continuum above the gap as well, together with the antiresonant terms and the prefactors containing the optical matrix element and the photon energy. The Elliott model behind it is itself restricted: a direct, dipole-allowed gap, isotropic parabolic bands, a statically screened Coulomb attraction and one Rydberg series. A constant \(\Gamma\) broadens all lines equally.

**Q.** Where would I meet this step in an actual calculation?

**A.** When you evaluate the bound-state part of a model absorption edge on a grid of photon energies. Take \(R=4\) meV, a photon energy 3 meV below the gap and \(\Gamma=4\) meV, values chosen to keep the arithmetic simple. Then \(E_g-E=(3-4i)\) meV, whose square root is \((2-i)\) in units of \(\sqrt{\text{meV}}\), so

\[
z=\frac{2}{2-i}=0.8+0.4i .
\]

Some numerical libraries provide the digamma function \(\psi\) for complex arguments, as needed here, and with Euler's constant \(\gamma\) the standard relation is \(D(z)=\psi(1+z)+\gamma\). The bound-state response at this energy is therefore

\[
B=\frac{1}{4\ \text{meV}}\left[-\psi(1+z)-\gamma+\frac12\left(\frac1z-\pi\cot\pi z\right)\right].
\]

Each grid point costs one digamma and one cotangent. A truncated sum over lines has to run well past \(N\approx|z|=\sqrt{R/|E_g-E|}\), which becomes large when both the detuning from the gap and the broadening are small compared with \(R\).

**Q.** So what does it give someone working on excitons?

**A.** For the hydrogenic, effective-mass limit of the Bethe–Salpeter problem, it replaces the infinite series of bound-state poles by a closed expression at any complex energy off the real axis.
